# An irreducible su(2) triple of size N+1 is conjugate to the spin N/2 matrices

A calculation with total electron spin, or with the quasi-spin operators of a pairing model, often checks the commutation relations, restricts to one multiplet of dimension N+1, and writes down the spin N/2 matrices without computing matrix elements. The algebraic part of that step is justified when the block is finite and irreducible: one invertible change of basis then brings all three operators to standard form. Reading the standard entries as matrix elements between orthonormal states also requires J₋ to be the adjoint of J₊, and that refinement is not proved here.

## Relations, irreducibility and target matrices

Complex matrices are indexed by a finite type `n` and act on vectors `n → ℂ` through `*ᵥ`.

```lean
import Mathlib

open Matrix

namespace SpinUniqueness

noncomputable section

variable {n : Type*} [Fintype n] [DecidableEq n]
```

With ħ = 1, the raising, lowering and projection operators J₊, J₋, Jz (`Jp`, `Jm`, `Jz`) obey the angular momentum algebra

    [J₊, J₋] = 2Jz,   [Jz, J₊] = J₊,   [Jz, J₋] = −J₋.

No hermiticity is assumed, and no inner product enters.

```lean
/-- The relations `[J+,J-] = 2Jz`, `[Jz,J+] = J+`, `[Jz,J-] = -J-`. -/
structure IsSu2Triple (Jp Jm Jz : Matrix n n ℂ) : Prop where
  pm : Jp * Jm - Jm * Jp = (2 : ℂ) • Jz
  zp : Jz * Jp - Jp * Jz = Jp
  zm : Jz * Jm - Jm * Jz = -Jm
```

Irreducibility expresses that the space holds a single multiplet: a subspace W mapped into itself by all three matrices is zero (`⊥`) or everything (`⊤`).

```lean
/-- Every subspace invariant under all three matrices is zero or the whole space. -/
def JointlyIrreducible (Jp Jm Jz : Matrix n n ℂ) : Prop :=
  ∀ W : Submodule ℂ (n → ℂ), (∀ v ∈ W, Jp *ᵥ v ∈ W) → (∀ v ∈ W, Jm *ᵥ v ∈ W) →
    (∀ v ∈ W, Jz *ᵥ v ∈ W) → W = ⊥ ∨ W = ⊤
```

Basis vector k = 0, …, N has projection N/2 − k. The amplitude

    aₖ = √((k+1)(N−k))

equals √((j−M)(j+M+1)) for spin j = N/2 and projection M = j − k − 1, with positive real phase.

```lean
/-- The ladder amplitude `sqrt((k+1)(N-k))`. -/
def amp (N k : ℕ) : ℂ := (Real.sqrt (((k : ℝ) + 1) * ((N : ℝ) - k)) : ℝ)
```

The standard Jz is diagonal.

```lean
/-- The standard spin `N/2` matrix `Jz = diag(N/2 - k)`. -/
def stdJz (N : ℕ) : Matrix (Fin (N + 1)) (Fin (N + 1)) ℂ :=
  diagonal fun k => (N : ℂ) / 2 - (k : ℕ)
```

The standard J₊ has aₖ at (k, k+1), sending vector k+1 to aₖ times vector k.

```lean
/-- The standard spin `N/2` raising matrix, with `sqrt((k+1)(N-k))` at `(k, k+1)`. -/
def stdJp (N : ℕ) : Matrix (Fin (N + 1)) (Fin (N + 1)) ℂ :=
  of fun i j => if (j : ℕ) = i + 1 then amp N i else 0
```

The standard J₋ is its transpose.

```lean
/-- The standard spin `N/2` lowering matrix, the transpose of the raising matrix. -/
def stdJm (N : ℕ) : Matrix (Fin (N + 1)) (Fin (N + 1)) ℂ := (stdJp N)ᵀ
```

## Ladders in finite dimension end

Let matrices H, A satisfy [H, A] = cA for a number c, and let Hu = μu. If Hw = λw, then

    H(Aw) = (AH + cA)w = (λ + c)Aw,

so induction on k gives H(A^k u) = (μ + kc) A^k u. In `ladder_weight`, `hHA` is the reordering, and `module` compares the scalar coefficients.

```lean
/-- If `[H,A] = cA` and `Hu = μu`, then `H (A^k u) = (μ + kc) A^k u`. -/
theorem ladder_weight {H A : Matrix n n ℂ} {c μ : ℂ} {u : n → ℂ} (hc : H * A - A * H = c • A)
    (hu : H *ᵥ u = μ • u) (k : ℕ) : H *ᵥ (A ^ k *ᵥ u) = (μ + k * c) • (A ^ k *ᵥ u) := by
  have hHA : H * A = A * H + c • A := by rw [← hc]; abel
  induction k with
  | zero => simpa using hu
  | succ k ih =>
    have step : A ^ (k + 1) *ᵥ u = A *ᵥ (A ^ k *ᵥ u) := by rw [mulVec_mulVec, pow_succ']
    rw [step]
    generalize A ^ k *ᵥ u = w at ih ⊢
    rw [mulVec_mulVec, hHA, add_mulVec, ← mulVec_mulVec, ih, mulVec_smul, smul_mulVec]
    push_cast
    module
```

Suppose c ≠ 0 and A^m u ≠ 0. Since A^m u = A^(m−k) A^k u, every A^k u with k ≤ m is nonzero (`hne`), and the eigenvalues μ + kc are distinct, so these vectors are independent. The proof turns on Mathlib's `Module.End.eigenvectors_linearIndependent'`, which takes a linear map, an injective family of eigenvalues and an eigenvector for each, and returns independence. `Matrix.toLin'` turns H into the map. An eigenvector is nonzero by definition, hence the role of `hne`, and injectivity is where c is cancelled. Independence thus needs neither orthogonality nor a Hermitian H.

```lean
/-- If `[H,A] = cA` with `c ≠ 0`, `Hu = μu` and `A^m u ≠ 0`, then `u, Au, …, A^m u` are
linearly independent. -/
theorem ladder_indep {H A : Matrix n n ℂ} {c μ : ℂ} {u : n → ℂ} (hc : H * A - A * H = c • A)
    (hc0 : c ≠ 0) (hu : H *ᵥ u = μ • u) {m : ℕ} (hm : A ^ m *ᵥ u ≠ 0) :
    LinearIndependent ℂ fun k : Fin (m + 1) => A ^ (k : ℕ) *ᵥ u := by
  have hne : ∀ k : Fin (m + 1), A ^ (k : ℕ) *ᵥ u ≠ 0 := by
    intro k h0
    apply hm
    have : A ^ m = A ^ (m - k) * A ^ (k : ℕ) := by
      rw [← pow_add, Nat.sub_add_cancel (Nat.lt_succ_iff.1 k.2)]
    rw [this, ← mulVec_mulVec, h0, mulVec_zero]
  -- eigenvectors of `H` for distinct eigenvalues
  refine Module.End.eigenvectors_linearIndependent' (Matrix.toLin' H)
    (fun k : Fin (m + 1) => μ + (k : ℕ) * c) ?_ _ fun k =>
    Module.End.hasEigenvector_iff.2 ⟨Module.End.mem_eigenspace_iff.2 ?_, hne k⟩
  · intro i j h
    have h' : μ + (i : ℕ) * c = μ + (j : ℕ) * c := h
    exact Fin.ext (Nat.cast_injective (R := ℂ) (mul_right_cancel₀ hc0 (add_left_cancel h')))
  · rw [Matrix.toLin'_apply]
    exact ladder_weight hc hu k
```

If u ≠ 0 and no A^k u vanished, a space of dimension d would contain d+1 independent vectors. So some m has A^m u ≠ 0 and A^(m+1) u = 0.

```lean
/-- If `[H,A] = cA` with `c ≠ 0` and `u ≠ 0` is an eigenvector of `H`, there is an `m` with
`A^m u ≠ 0` and `A^(m+1) u = 0`. -/
theorem ladder_terminates {H A : Matrix n n ℂ} {c μ : ℂ} {u : n → ℂ}
    (hc : H * A - A * H = c • A) (hc0 : c ≠ 0) (hu : H *ᵥ u = μ • u) (hu0 : u ≠ 0) :
    ∃ m : ℕ, A ^ m *ᵥ u ≠ 0 ∧ A ^ (m + 1) *ᵥ u = 0 := by
  by_contra hcon
  have all : ∀ k : ℕ, A ^ k *ᵥ u ≠ 0 := by
    intro k
    induction k with
    | zero => simpa using hu0
    | succ k ih => exact fun h => hcon ⟨k, ih, h⟩
  have := (ladder_indep hc hc0 hu (all (Module.finrank ℂ (n → ℂ)))).fintype_card_le_finrank
  rw [Fintype.card_fin] at this
  omega
```

## The highest weight and its chain

Over ℂ and in nonzero dimension, Jz has an eigenvector u. With H = Jz, A = J₊, c = 1, the last nonzero vector v of the ladder satisfies Jz v = μv and J₊v = 0, where μ now denotes its weight, so far any complex number.

```lean
/-- If `[Jz,J+] = J+` in nonzero dimension, some eigenvector of `Jz` is annihilated by `J+`. -/
theorem exists_highest_weight [Nonempty n] {Jp Jz : Matrix n n ℂ} (h : Jz * Jp - Jp * Jz = Jp) :
    ∃ (μ : ℂ) (v : n → ℂ), v ≠ 0 ∧ Jz *ᵥ v = μ • v ∧ Jp *ᵥ v = 0 := by
  have hc : Jz * Jp - Jp * Jz = (1 : ℂ) • Jp := by rw [one_smul]; exact h
  obtain ⟨μ, hμ⟩ := Module.End.exists_eigenvalue (Matrix.toLin' Jz)
  obtain ⟨u, hu⟩ := hμ.exists_hasEigenvector
  have hz : Jz *ᵥ u = μ • u := by rw [← Matrix.toLin'_apply]; exact hu.apply_eq_smul
  obtain ⟨m, hm, hm1⟩ :=
    ladder_terminates hc one_ne_zero hz (Module.End.hasEigenvector_iff.1 hu).2
  refine ⟨_, _, hm, ladder_weight hc hz m, ?_⟩
  rw [mulVec_mulVec, ← pow_succ', hm1]
```

Use J₊J₋ = J₋J₊ + 2Jz (`key`). On v it gives J₊J₋v = 2μv. If

    J₊J₋^(k+1) v = (k+1)(2μ − k) J₋^k v,

then, as J₋^(k+1) v has weight μ − k − 1,

    J₊J₋^(k+2) v = [(k+1)(2μ − k) + 2(μ − k − 1)] J₋^(k+1) v = (k+2)(2μ − k − 1) J₋^(k+1) v,

which completes the induction.

```lean
/-- If `Jz v = μv` and `J+ v = 0`, then `J+ J-^(k+1) v = (k+1)(2μ-k) J-^k v`. -/
theorem raise_lower {Jp Jm Jz : Matrix n n ℂ} (h : IsSu2Triple Jp Jm Jz) {μ : ℂ} {v : n → ℂ}
    (hz : Jz *ᵥ v = μ • v) (hp : Jp *ᵥ v = 0) (k : ℕ) :
    Jp *ᵥ (Jm ^ (k + 1) *ᵥ v) = (((k : ℂ) + 1) * (2 * μ - k)) • (Jm ^ k *ᵥ v) := by
  have hc : Jz * Jm - Jm * Jz = (-1 : ℂ) • Jm := by rw [neg_one_smul]; exact h.zm
  have hpm : Jp * Jm = Jm * Jp + (2 : ℂ) • Jz := by rw [← h.pm]; abel
  have key : ∀ w, Jp *ᵥ (Jm *ᵥ w) = Jm *ᵥ (Jp *ᵥ w) + (2 : ℂ) • (Jz *ᵥ w) := by
    intro w
    rw [mulVec_mulVec, hpm, add_mulVec, ← mulVec_mulVec, smul_mulVec]
  have step : ∀ j : ℕ, Jm ^ (j + 1) *ᵥ v = Jm *ᵥ (Jm ^ j *ᵥ v) := fun j => by
    rw [mulVec_mulVec, pow_succ']
  induction k with
  | zero =>
    rw [step 0, key, pow_zero, one_mulVec, hp, hz, mulVec_zero]
    push_cast
    module
  | succ k ih =>
    rw [step (k + 1), key, ih, ladder_weight hc hz (k + 1), mulVec_smul, ← step k]
    push_cast
    module
```

Let J₋^m v be the last nonzero vector of the lowering ladder (c = −1). Setting k = m,

    0 = (m+1)(2μ − m) J₋^m v,

so 2μ = m (`h2`). The span W of v, …, J₋^m v is invariant: Jz scales each chain vector, J₋ moves it down or kills it, J₊ moves it up or kills it, and `inv` extends this from generators to W. Since v ≠ 0, irreducibility makes W everything. Independence gives dimension m+1 = N+1, so m = N and μ = N/2.

```lean
/-- An irreducible triple of size `N+1` has a vector `v` with `Jz v = (N/2) v`, `J+ v = 0`,
`J-^N v ≠ 0` and `J-^(N+1) v = 0`. -/
theorem exists_full_chain {N : ℕ} {Jp Jm Jz : Matrix (Fin (N + 1)) (Fin (N + 1)) ℂ}
    (h : IsSu2Triple Jp Jm Jz) (irr : JointlyIrreducible Jp Jm Jz) :
    ∃ v, Jz *ᵥ v = ((N : ℂ) / 2) • v ∧ Jp *ᵥ v = 0 ∧ Jm ^ N *ᵥ v ≠ 0 ∧
      Jm ^ (N + 1) *ᵥ v = 0 := by
  have hc : Jz * Jm - Jm * Jz = (-1 : ℂ) • Jm := by rw [neg_one_smul]; exact h.zm
  obtain ⟨μ, v, hv0, hz, hp⟩ := exists_highest_weight h.zp
  obtain ⟨m, hm, hm1⟩ := ladder_terminates hc (by norm_num) hz hv0
  -- the end of the chain fixes the highest weight: `2μ = m`
  have h2 : 2 * μ - m = 0 := by
    have := raise_lower h hz hp m
    rw [hm1, mulVec_zero] at this
    exact (mul_eq_zero.1 ((smul_eq_zero.1 this.symm).resolve_right hm)).resolve_left
      (Nat.cast_add_one_ne_zero m)
  obtain ⟨W, hW⟩ : ∃ W, W = Submodule.span ℂ
      (Set.range fun k : Fin (m + 1) => Jm ^ (k : ℕ) *ᵥ v) := ⟨_, rfl⟩
  have mem : ∀ k : ℕ, Jm ^ k *ᵥ v ∈ W := by
    intro k
    by_cases hk : k < m + 1
    · rw [hW]
      exact Submodule.subset_span ⟨⟨k, hk⟩, rfl⟩
    · rw [← Nat.sub_add_cancel (not_lt.1 hk), pow_add, ← mulVec_mulVec, hm1, mulVec_zero]
      exact W.zero_mem
  have inv : ∀ A : Matrix (Fin (N + 1)) (Fin (N + 1)) ℂ,
      (∀ k : ℕ, A *ᵥ (Jm ^ k *ᵥ v) ∈ W) → ∀ x ∈ W, A *ᵥ x ∈ W := by
    intro A hA x hx
    have : W ≤ W.comap A.mulVecLin :=
      hW.le.trans (Submodule.span_le.2 (by rintro _ ⟨k, rfl⟩; exact hA k))
    exact this hx
  -- the span of the chain is invariant, hence everything
  have hirr := irr W
    (inv Jp fun k => by
      cases k with
      | zero => rw [pow_zero, one_mulVec, hp]; exact W.zero_mem
      | succ k => rw [raise_lower h hz hp]; exact W.smul_mem _ (mem k))
    (inv Jm fun k => by rw [mulVec_mulVec, ← pow_succ']; exact mem _)
    (inv Jz fun k => by rw [ladder_weight hc hz]; exact W.smul_mem _ (mem k))
  rcases hirr with hb | ht
  · exact absurd (by simpa [hb] using mem 0) hv0
  · have hd := finrank_span_eq_card (ladder_indep hc (by norm_num) hz hm)
    rw [← hW, ht] at hd
    have hmN : N = m := by simpa using hd
    rw [← hmN] at hm hm1 h2
    have hμ : μ = (N : ℂ) / 2 := by linear_combination h2 / 2
    rw [hμ] at hz
    exact ⟨v, hz, hp, hm, hm1⟩
```

## The change of basis

`conj_standard` states that for matrices indexed by `Fin (N + 1)`, obeying the relations and irreducible, an invertible P (`IsUnit P`) has P⁻¹J₊P, P⁻¹J₋P and P⁻¹JzP equal to the three standard matrices. P is not claimed to be unitary or unique, and the existence of such a triple for every N is not asserted. For N = 0 the standard matrices are zero.

Rescale the chain, with c₀ = 1:

    wₖ = cₖ J₋^k v,   cₖ = 1/(a₀ ⋯ aₖ₋₁),   cₖ = aₖ cₖ₊₁.

The aₖ are nonzero for k < N (`ha`). For such k,

    J₋wₖ = aₖ cₖ₊₁ J₋^(k+1) v = aₖ wₖ₊₁,
    J₊wₖ₊₁ = cₖ₊₁ (k+1)(N−k) J₋^k v = cₖ₊₁ aₖ² J₋^k v = aₖ wₖ,

which are `wm` and `wp`. Also Jz wₖ = (N/2 − k) wₖ (`wz`), J₊w₀ = 0, and J₋ kills the last vector. This fixes the relative scale of the wₖ; the scale of v stays free. The independent wₖ are the columns of P. The helper `col` says that Awⱼ = Σᵢ Sᵢⱼ wᵢ for all j means AP = PS, hence P⁻¹AP = S; the final cases keep the only term of each sum that can be nonzero, or, for J₊w₀ and for J₋ on the last vector, show that every term vanishes.

```lean
/-- For an irreducible triple of size `N+1`, one invertible matrix conjugates `J+`, `J-`, `Jz`
simultaneously to the standard spin `N/2` matrices. -/
theorem conj_standard {N : ℕ} {Jp Jm Jz : Matrix (Fin (N + 1)) (Fin (N + 1)) ℂ}
    (h : IsSu2Triple Jp Jm Jz) (irr : JointlyIrreducible Jp Jm Jz) :
    ∃ P : Matrix (Fin (N + 1)) (Fin (N + 1)) ℂ, IsUnit P ∧ P⁻¹ * Jp * P = stdJp N ∧
      P⁻¹ * Jm * P = stdJm N ∧ P⁻¹ * Jz * P = stdJz N := by
  have hc : Jz * Jm - Jm * Jz = (-1 : ℂ) • Jm := by rw [neg_one_smul]; exact h.zm
  obtain ⟨v, hz, hp, hm, hm1⟩ := exists_full_chain h irr
  have hpos : ∀ k < N, 0 < ((k : ℝ) + 1) * ((N : ℝ) - k) := fun k hk =>
    mul_pos (by positivity) (sub_pos.2 (by exact_mod_cast hk))
  have ha : ∀ k < N, amp N k ≠ 0 := fun k hk =>
    Complex.ofReal_ne_zero.2 (Real.sqrt_pos.2 (hpos k hk)).ne'
  have hsq : ∀ k < N, amp N k * amp N k = ((k : ℂ) + 1) * (N - k) := fun k hk => by
    rw [amp, ← Complex.ofReal_mul, Real.mul_self_sqrt (hpos k hk).le]
    simp
  -- normalised chain `w k = c k • J-^k v`
  obtain ⟨c, hc0, hcs⟩ : ∃ c : ℕ → ℂ, (∀ k ≤ N, c k ≠ 0) ∧
      ∀ k < N, c k = amp N k * c (k + 1) :=
    ⟨fun k => (∏ i ∈ Finset.range k, amp N i)⁻¹,
      fun k hk => inv_ne_zero (Finset.prod_ne_zero_iff.2 fun i hi =>
        ha i (lt_of_lt_of_le (Finset.mem_range.1 hi) hk)),
      fun k hk => by
        simp only [Finset.prod_range_succ]
        rw [mul_inv, mul_left_comm, mul_inv_cancel₀ (ha k hk), mul_one]⟩
  obtain ⟨w, hw⟩ : ∃ w : ℕ → Fin (N + 1) → ℂ, ∀ k, w k = c k • (Jm ^ k *ᵥ v) :=
    ⟨_, fun _ => rfl⟩
  have wz : ∀ k, Jz *ᵥ w k = ((N : ℂ) / 2 - k) • w k := fun k => by
    rw [hw k, mulVec_smul, ladder_weight hc hz]
    module
  have wm : ∀ k < N, Jm *ᵥ w k = amp N k • w (k + 1) := fun k hk => by
    rw [hw k, hw (k + 1), mulVec_smul, mulVec_mulVec, ← pow_succ', hcs k hk, mul_smul]
  have wmN : Jm *ᵥ w N = 0 := by
    rw [hw N, mulVec_smul, mulVec_mulVec, ← pow_succ', hm1, smul_zero]
  have wp : ∀ k < N, Jp *ᵥ w (k + 1) = amp N k • w k := fun k hk => by
    rw [hw (k + 1), hw k, mulVec_smul, raise_lower h hz hp, hcs k hk, smul_smul, smul_smul]
    congr 1
    linear_combination (-(c (k + 1))) * hsq k hk
  have wp0 : Jp *ᵥ w 0 = 0 := by
    rw [hw 0, mulVec_smul, pow_zero, one_mulVec, hp, smul_zero]
  have hli : LinearIndependent ℂ fun k : Fin (N + 1) => w k := by
    convert (ladder_indep hc (by norm_num) hz hm).units_smul
      (fun k => Units.mk0 (c k) (hc0 k (Nat.lt_succ_iff.1 k.2))) using 1
    funext k
    exact hw k
  -- the columns of `P` are the vectors `w k`
  let P : Matrix (Fin (N + 1)) (Fin (N + 1)) ℂ := of fun i j => w j i
  have hP : IsUnit P := linearIndependent_cols_iff_isUnit.1 hli
  have col : ∀ A S : Matrix (Fin (N + 1)) (Fin (N + 1)) ℂ,
      (∀ j : Fin (N + 1), A *ᵥ w j = ∑ i : Fin (N + 1), S i j • w i) → P⁻¹ * A * P = S := by
    intro A S hA
    have e : A * P = P * S := by
      ext i j
      have := congrFun (hA j) i
      simp only [mulVec, dotProduct, Finset.sum_apply, Pi.smul_apply, smul_eq_mul] at this
      simp only [mul_apply, P, of_apply]
      rw [this]
      exact Finset.sum_congr rfl fun _ _ => mul_comm _ _
    rw [Matrix.mul_assoc, e, ← Matrix.mul_assoc,
      nonsing_inv_mul _ ((isUnit_iff_isUnit_det P).1 hP), Matrix.one_mul]
  refine ⟨P, hP, col _ _ ?_, col _ _ ?_, col _ _ ?_⟩
  · rintro ⟨_ | k, hk⟩
    · show Jp *ᵥ w 0 = _
      rw [wp0]
      refine (Finset.sum_eq_zero fun i _ => ?_).symm
      simp [stdJp]
    · rw [Finset.sum_eq_single (⟨k, by omega⟩ : Fin (N + 1))]
      · simpa [stdJp] using wp k (by omega)
      · intro i _ hi
        have : ¬ k = (i : ℕ) := fun e => hi (Fin.ext e.symm)
        simp [stdJp, this]
      · simp
  · intro j
    by_cases hj : (j : ℕ) < N
    · rw [Finset.sum_eq_single (⟨j + 1, by omega⟩ : Fin (N + 1))]
      · simpa [stdJm, stdJp] using wm j hj
      · intro i _ hi
        have : ¬ (i : ℕ) = j + 1 := fun e => hi (Fin.ext e)
        simp [stdJm, stdJp, this]
      · simp
    · have hN : (j : ℕ) = N := by have := j.2; omega
      rw [hN, wmN]
      refine (Finset.sum_eq_zero fun i _ => ?_).symm
      have : ¬ (i : ℕ) = j + 1 := by have := i.2; omega
      simp [stdJm, stdJp, this]
  · intro j
    rw [Finset.sum_eq_single j, wz]
    · simp [stdJz]
    · intro i _ hi
      simp [stdJz, hi]
    · simp
```

For a second irreducible triple K₊, K₋, Kz of the same size with matrix Q, P⁻¹J₊P = Q⁻¹K₊Q, so T = PQ⁻¹ is invertible with J₊T = TK₊, and likewise for the other two.

```lean
/-- Two irreducible triples of the same size are intertwined by one invertible matrix. -/
theorem equivalent_of_same_size {N : ℕ}
    {Jp Jm Jz Kp Km Kz : Matrix (Fin (N + 1)) (Fin (N + 1)) ℂ}
    (hJ : IsSu2Triple Jp Jm Jz) (iJ : JointlyIrreducible Jp Jm Jz)
    (hK : IsSu2Triple Kp Km Kz) (iK : JointlyIrreducible Kp Km Kz) :
    ∃ T, IsUnit T ∧ Jp * T = T * Kp ∧ Jm * T = T * Km ∧ Jz * T = T * Kz := by
  obtain ⟨P, hP, p1, p2, p3⟩ := conj_standard hJ iJ
  obtain ⟨Q, hQ, q1, q2, q3⟩ := conj_standard hK iK
  have eP := mul_nonsing_inv P ((isUnit_iff_isUnit_det P).1 hP)
  have eQ := mul_nonsing_inv Q ((isUnit_iff_isUnit_det Q).1 hQ)
  have key : ∀ A B, P⁻¹ * A * P = Q⁻¹ * B * Q → A * (P * Q⁻¹) = P * Q⁻¹ * B := fun A B e => by
    calc A * (P * Q⁻¹) = (P * P⁻¹) * A * (P * Q⁻¹) := by rw [eP, Matrix.one_mul]
      _ = P * (P⁻¹ * A * P) * Q⁻¹ := by simp only [Matrix.mul_assoc]
      _ = P * Q⁻¹ * B * (Q * Q⁻¹) := by rw [e]; simp only [Matrix.mul_assoc]
      _ = P * Q⁻¹ * B := by rw [eQ, Matrix.mul_one]
  exact ⟨P * Q⁻¹, hP.mul (isUnit_nonsing_inv_iff.2 hQ), key _ _ (p1.trans q1.symm),
    key _ _ (p2.trans q2.symm), key _ _ (p3.trans q3.symm)⟩
```

## Two examples of size 2

Without irreducibility the conclusion fails: three zero matrices obey the relations, yet every conjugate of Jz = 0 is zero, not diag(1/2, −1/2). They describe two singlets rather than a doublet.

For N = 1, take J₊ with 2 at (0, 1), J₋ with 1/2 at (1, 0), and Jz = diag(1/2, −1/2). `su2Triple_witness` verifies the relations entrywise and shows that a nonzero invariant W contains (1, 0), through J₊ or J₊J₋ applied to a nonzero member, then (0, 1/2) through J₋, hence everything. Starting from v = (1, 0), the construction would give P = diag(1, 1/2), and no unitary P could serve, because J₋ is not the adjoint of J₊; for the same reason these matrices are not physical spin-1/2 operators in an orthonormal basis, only an algebraic example. That observation and the zero triple are argued in prose only, without a Lean statement.

```lean
/-- The displayed 2 by 2 matrices obey the commutation relations and are jointly irreducible. -/
theorem su2Triple_witness :
    IsSu2Triple !![0, 2; 0, 0] !![0, 0; 1 / 2, 0] !![1 / 2, 0; 0, -1 / 2] ∧
    JointlyIrreducible !![0, 2; 0, 0] !![0, 0; 1 / 2, 0] !![1 / 2, 0; 0, -1 / 2] := by
  constructor
  · constructor <;> ext i j <;> fin_cases i <;> fin_cases j <;>
      simp <;> norm_num
  · intro W hp hm _
    have hA : ∀ v : Fin 2 → ℂ, !![0, 2; 0, 0] *ᵥ v = ![2 * v 1, 0] := fun v => by
      ext i; fin_cases i <;> simp [mulVec, dotProduct, Fin.sum_univ_two]
    have hB : ∀ v : Fin 2 → ℂ, !![0, 0; 1 / 2, 0] *ᵥ v = ![0, 1 / 2 * v 0] := fun v => by
      ext i; fin_cases i <;> simp [mulVec, dotProduct, Fin.sum_univ_two]
    simp only [hA] at hp
    simp only [hB] at hm
    by_cases hb : W = ⊥
    · exact Or.inl hb
    obtain ⟨v, hv, hv0⟩ := Submodule.exists_mem_ne_zero_of_ne_bot hb
    have e0 : (![1, 0] : Fin 2 → ℂ) ∈ W := by
      by_cases h0 : v 0 = 0
      · have h1 : v 1 ≠ 0 := fun h1 => hv0 (by ext i; fin_cases i <;> simp [h0, h1])
        have e : (![1, 0] : Fin 2 → ℂ) = (2 * v 1)⁻¹ • ![2 * v 1, 0] := by
          ext i
          fin_cases i <;> simp
          field_simp
        rw [e]
        exact W.smul_mem _ (hp v hv)
      · have e : (![1, 0] : Fin 2 → ℂ) =
            (v 0)⁻¹ • ![2 * (![0, 1 / 2 * v 0] : Fin 2 → ℂ) 1, 0] := by
          ext i
          fin_cases i <;> simp
          field_simp
        rw [e]
        exact W.smul_mem _ (hp _ (hm v hv))
    refine Or.inr (eq_top_iff.2 fun x _ => ?_)
    have e : x = x 0 • ![1, 0] + (2 * x 1) • ![0, 1 / 2 * (![1, 0] : Fin 2 → ℂ) 0] := by
      ext i; fin_cases i <;> simp <;> ring
    rw [e]
    exact W.add_mem (W.smul_mem _ e0) (W.smul_mem _ (hm _ e0))

end

end SpinUniqueness
```

```lean
#print axioms SpinUniqueness.equivalent_of_same_size
```

```
'SpinUniqueness.equivalent_of_same_size' depends on axioms: [propext, Classical.choice, Quot.sound]
```
